# In a finite basis, exp(−T) H exp(T) has the eigenvalues of H, and they are real when H is Hermitian

Suppose nothing tied the spectrum of exp(−T) H exp(T) to that of H. The transformed matrix is in general not Hermitian, and a non-Hermitian matrix can have complex eigenvalues: the matrix with rows (0, 1) and (−1, 0) has i and −i. An excitation energy computed from the transformed Hamiltonian could then be complex, or real and still belong to no state of H.

Neither happens for the full matrix on a finite determinant space when H is Hermitian. Equation-of-motion coupled-cluster theory takes excitation energies from the transformed Hamiltonian, and the result covers it only when that matrix is kept whole. Practical calculations usually diagonalise a truncated block, which is not similar to H and can have complex eigenvalues.

## A finite determinant space and an invertible exponential

Let n be a finite set of labels for orthonormal determinants. The Hamiltonian H and the cluster operator T are complex matrices with rows and columns labelled by n, and states are complex vectors v with components vᵢ. In Lean these are `Matrix n n ℂ` and `n → ℂ`; `*ᵥ` applies a matrix to a vector, and `•` multiplies by a scalar.

```lean
import Mathlib

open Matrix
open NormedSpace (exp)

namespace CoupledClusterSimilarity

noncomputable section

variable {n : Type*} [Fintype n] [DecidableEq n]
```

The transformed Hamiltonian is

Hbar = exp(−T) H exp(T).

```lean
/-- The similarity-transformed Hamiltonian `exp(-T) H exp(T)` of coupled-cluster theory. -/
def hbar (H T : Matrix n n ℂ) : Matrix n n ℂ := exp (-T) * H * exp T
```

At this stage nothing more is asked of H or T. In particular, T need not consist of excitation operators. What the derivation uses is that exp(T) is invertible. Since −T commutes with T, the exponentials combine:

exp(−T) exp(T) = exp(−T + T) = exp(0) = 1.

In Lean, `Matrix.exp_add_of_commute` performs this step.

```lean
/-- The exponential of `-T` undoes the exponential of the cluster operator `T`. -/
theorem exp_neg_mul_exp (T : Matrix n n ℂ) : exp (-T) * exp T = 1 := by
  rw [← Matrix.exp_add_of_commute (-T) T (Commute.refl T).neg_left, neg_add_cancel,
    NormedSpace.exp_zero]
```

For square matrices of finite size a left inverse is also a right inverse, so exp(T) exp(−T) = 1 as well. Hence

exp(T) Hbar = exp(T) exp(−T) H exp(T) = H exp(T).

If Hbar v = E v, applying exp(T) to both sides gives

H exp(T) v = exp(T) Hbar v = E exp(T) v.

Conversely, if H exp(T) v = E exp(T) v, then exp(T) Hbar v = E exp(T) v, and multiplying by exp(−T) gives Hbar v = E v. So v solves the eigenvalue equation of Hbar exactly when exp(T) v solves that of H, with the same E.

In the proof, `key` is the relation exp(T) Hbar = H exp(T), `key'` is the same relation applied to v, and `cancel` removes exp(T) in the converse direction.

```lean
/-- A vector `v` solves the eigenvalue equation of the transformed Hamiltonian exactly when
`exp(T) v` solves that of `H` with the same `E`. -/
theorem hbar_eigen_iff (H T : Matrix n n ℂ) (E : ℂ) (v : n → ℂ) :
    hbar H T *ᵥ v = E • v ↔ H *ᵥ (exp T *ᵥ v) = E • (exp T *ᵥ v) := by
  have inv : exp T * exp (-T) = 1 := mul_eq_one_comm.mp (exp_neg_mul_exp T)
  -- exp(T) intertwines the two Hamiltonians
  have key : exp T * hbar H T = H * exp T := by
    unfold hbar
    rw [← mul_assoc, ← mul_assoc, inv, one_mul]
  have key' : exp T *ᵥ (hbar H T *ᵥ v) = H *ᵥ (exp T *ᵥ v) := by
    rw [mulVec_mulVec, mulVec_mulVec, key]
  have cancel : ∀ u : n → ℂ, exp (-T) *ᵥ (exp T *ᵥ u) = u := fun u => by
    rw [mulVec_mulVec, exp_neg_mul_exp, one_mulVec]
  constructor
  · intro h
    rw [← key', h, mulVec_smul]
  · intro h
    rw [← cancel (hbar H T *ᵥ v), key', h, mulVec_smul, cancel]
```

The equivalence also settles degeneracies. The map v ↦ exp(T) v is linear, sends solutions for Hbar at E to solutions for H at E, and is undone by exp(−T). By the same equivalence, this inverse sends solutions for H at E back to solutions for Hbar at E. The two eigenspaces therefore have equal dimension, which is zero for both when E is not an eigenvalue.

The theorem expresses this through `Module.finrank`, the dimension, and `Matrix.toLin'`, which regards a matrix as a linear map. The proof builds the map as the linear equivalence `e`: `c₁` and `c₂` say that the two exponentials undo each other, and `m` translates membership of an eigenspace into the eigenvalue equation.

```lean
/-- For every `E`, the eigenspaces of the transformed and the original Hamiltonian have the
same dimension. -/
theorem finrank_eigenspace_hbar (H T : Matrix n n ℂ) (E : ℂ) :
    Module.finrank ℂ (Module.End.eigenspace (Matrix.toLin' (hbar H T)) E) =
      Module.finrank ℂ (Module.End.eigenspace (Matrix.toLin' H) E) := by
  have c₁ : ∀ u : n → ℂ, exp (-T) *ᵥ (exp T *ᵥ u) = u := fun u => by
    rw [mulVec_mulVec, exp_neg_mul_exp, one_mulVec]
  have c₂ : ∀ u : n → ℂ, exp T *ᵥ (exp (-T) *ᵥ u) = u := fun u => by
    rw [mulVec_mulVec, mul_eq_one_comm.mp (exp_neg_mul_exp T), one_mulVec]
  have m : ∀ (A : Matrix n n ℂ) (u : n → ℂ),
      u ∈ Module.End.eigenspace (Matrix.toLin' A) E ↔ A *ᵥ u = E • u := fun A u => by
    rw [Module.End.mem_eigenspace_iff, Matrix.toLin'_apply]
  -- exp(T) maps one eigenspace onto the other, with inverse exp(-T)
  let e : Module.End.eigenspace (Matrix.toLin' (hbar H T)) E ≃ₗ[ℂ]
      Module.End.eigenspace (Matrix.toLin' H) E :=
    { toFun := fun v => ⟨exp T *ᵥ v.1,
        (m _ _).mpr ((hbar_eigen_iff H T E v.1).mp ((m _ _).mp v.2))⟩
      invFun := fun w => ⟨exp (-T) *ᵥ w.1, (m _ _).mpr ((hbar_eigen_iff H T E _).mpr (by
        rw [c₂]
        exact (m _ _).mp w.2))⟩
      map_add' := fun u v => Subtype.ext (mulVec_add _ u.1 v.1)
      map_smul' := fun a v => Subtype.ext (mulVec_smul _ a v.1)
      left_inv := fun v => Subtype.ext (c₁ v.1)
      right_inv := fun w => Subtype.ext (c₂ w.1) }
  exact e.finrank_eq
```

Without invertibility the argument fails. If a matrix S satisfies S X = H S, then X v = E v still gives H S v = E S v, but S v may be zero and say nothing about H. For S = 0, every X qualifies.

The same argument from the other side handles left eigenvectors, which the Lean theorems do not treat. Because Hbar exp(−T) = exp(−T) H, a row vector u satisfies u Hbar = E u exactly when u exp(−T) satisfies the corresponding equation for H. Left eigenvectors are thus carried over by exp(−T) and right ones by exp(T).

## Hermitian H and a nonzero eigenvector

Hermiticity, `H.IsHermitian`, says that H equals its conjugate transpose, as the Hamiltonian of a closed system does in an orthonormal basis. It enters only when the eigenvalues are to be real.

Let Hbar v = E v with v ≠ 0, and put w = exp(T) v. Then H w = E w. Moreover w ≠ 0, since w = 0 would give v = exp(−T) w = 0. Write ⟨x, y⟩ for the sum of conj(xᵢ) yᵢ over i. Letting H act to the right gives

⟨w, H w⟩ = E ⟨w, w⟩.

Hermiticity allows H to act to the left instead:

⟨w, H w⟩ = ⟨H w, w⟩ = conj(E) ⟨w, w⟩.

Since ⟨w, w⟩ > 0, it can be divided out, and E = conj(E). The vector w is not normalised; the expectation value in the normalised state is ⟨w, H w⟩ / ⟨w, w⟩ = E.

The Lean proof first obtains w, then derives the two evaluations as `h1` and `h2`. The assumption `hH` is used once, inside `h2`. The assumption `hv` is used to show that w is nonzero, which gives `hne` and permits the cancellation. The conclusion is stated as `E.im = 0`.

```lean
open scoped ComplexOrder in
/-- If `H` is Hermitian, every eigenvalue of the transformed Hamiltonian is real. -/
theorem hbar_eigenvalue_real {H : Matrix n n ℂ} (hH : H.IsHermitian) (T : Matrix n n ℂ)
    {E : ℂ} {v : n → ℂ} (hv : v ≠ 0) (h : hbar H T *ᵥ v = E • v) : E.im = 0 := by
  obtain ⟨w, hw0, hw⟩ : ∃ w : n → ℂ, w ≠ 0 ∧ H *ᵥ w = E • w := by
    refine ⟨exp T *ᵥ v, fun h0 => hv ?_, (hbar_eigen_iff H T E v).mp h⟩
    calc v = exp (-T) *ᵥ (exp T *ᵥ v) := by
          rw [mulVec_mulVec, exp_neg_mul_exp, one_mulVec]
      _ = 0 := by rw [h0, mulVec_zero]
  -- let H act to the right, then to the left, in the expectation value
  have h1 : star w ⬝ᵥ (H *ᵥ w) = E * (star w ⬝ᵥ w) := by
    rw [hw, dotProduct_smul, smul_eq_mul]
  have h2 : star w ⬝ᵥ (H *ᵥ w) = star E * (star w ⬝ᵥ w) := by
    have hs : star w ᵥ* H = star (H *ᵥ w) := by rw [star_mulVec, hH.eq]
    rw [Matrix.dotProduct_mulVec, hs, hw, star_smul, smul_dotProduct, smul_eq_mul]
  have hne : star w ⬝ᵥ w ≠ 0 := fun h0 => hw0 (dotProduct_star_self_eq_zero.mp h0)
  exact Complex.conj_eq_iff_im.mp (mul_right_cancel₀ hne (h2.symm.trans h1))
```

Without Hermiticity the conclusion can fail even at T = 0, where Hbar = H: the matrix in the opening paragraph sends (1, i) to i (1, i). A Hamiltonian with a complex absorbing potential is a physical example of a non-Hermitian H. The eigenvector equivalence and the equality of dimensions still apply to it in a finite basis, while its eigenvalues may be complex. Without v ≠ 0 the claim would be false for a trivial reason, since the zero vector satisfies the equation for every E.

## Amplitude equations for every determinant

Let r be the reference determinant and eᵣ its basis vector, written `Pi.single r 1` in Lean. The amplitude equations require

Hbar(i, r) = 0 for every i ≠ r.

Physically, the transformed Hamiltonian applied to the reference produces no other determinant. The entries Hbar(r, i) in the other direction may stay nonzero, since Hbar need not be Hermitian. The vector Hbar eᵣ is column r of Hbar, with components Hbar(i, r). The amplitude equations therefore say precisely that

Hbar eᵣ = Hbar(r, r) eᵣ.

By the eigenvector equivalence, this holds exactly when

H exp(T) eᵣ = Hbar(r, r) exp(T) eᵣ,

which is the Schrödinger equation for the coupled-cluster state, with the coupled-cluster energy Hbar(r, r).

The proof begins by rewriting with `hbar_eigen_iff`. The statement `col` identifies the column, and the rest compares components, treating i = r separately.

```lean
/-- The amplitude equations for the reference `r` hold exactly when `exp(T)` applied to the
reference solves the Schrödinger equation with the coupled-cluster energy `hbar H T r r`. -/
theorem amplitude_equations_iff (H T : Matrix n n ℂ) (r : n) :
    (∀ i, i ≠ r → hbar H T i r = 0) ↔
      H *ᵥ (exp T *ᵥ Pi.single r 1) = hbar H T r r • (exp T *ᵥ Pi.single r 1) := by
  rw [← hbar_eigen_iff]
  have col : ∀ i, (hbar H T *ᵥ Pi.single r 1) i = hbar H T i r := fun i => by simp
  constructor
  · intro h
    ext i
    rw [col, Pi.smul_apply, smul_eq_mul]
    by_cases hi : i = r
    · subst hi
      simp
    · simp [h i hi, hi]
  · intro h i hi
    have hc := congrFun h i
    rw [col] at hc
    simpa [hi] using hc
```

The condition ranges over all determinants. In a truncated method such as CCSD, the equations are imposed only for singly and doubly excited i. Column r may then keep nonzero entries at higher excitations, and in that case exp(T) eᵣ is not an eigenvector of H. The theorem also doesn't say that a solution T exists, or which eigenstate a given solution describes.

## Nilpotent T

The condition T^N = 0 reflects how cluster operators act. Each term of T moves at least one electron from an occupied to a virtual orbital, so with m electrons at most m successive applications can give something nonzero, and T^(m+1) = 0. Lean takes the condition as an assumption on the matrix and does not derive it from an orbital picture.

Its use is to end the exponential series. Every power T^k with k ≥ N vanishes, so

exp(T) = Σ T^k / k!, with k from 0 to N − 1.

In Lean, `tsum_eq_sum` reduces the infinite series to this finite one.

```lean
/-- If `A ^ N = 0`, the exponential series of `A` stops before order `N`. -/
theorem exp_eq_finite_sum {A : Matrix n n ℂ} {N : ℕ} (hA : A ^ N = 0) :
    exp A = ∑ k ∈ Finset.range N, (k.factorial : ℂ)⁻¹ • A ^ k := by
  rw [NormedSpace.exp_eq_tsum (𝕂 := ℂ)]
  refine tsum_eq_sum fun k hk => ?_
  have hNk : N ≤ k := by simpa using hk
  rw [pow_eq_zero_of_le hNk hA, smul_zero]
```

Since (−T)^j = (−1)^j T^j, the series for exp(−T) ends at the same place. Multiplying out gives

Hbar = Σ Σ (−1)^j / (j! k!) T^j H T^k, with j and k each from 0 to N − 1.

The proof follows the same route: `hneg` supplies the sign, both exponentials are replaced by finite sums, and the product is expanded term by term.

```lean
/-- If `T ^ N = 0`, the transformed Hamiltonian is a finite sum of products of `H` with powers
of `T` below `N` on either side. -/
theorem hbar_terminates (H : Matrix n n ℂ) {T : Matrix n n ℂ} {N : ℕ} (hT : T ^ N = 0) :
    hbar H T = ∑ j ∈ Finset.range N, ∑ k ∈ Finset.range N,
      ((-1) ^ j / (j.factorial * k.factorial) : ℂ) • (T ^ j * H * T ^ k) := by
  have hneg : ∀ j : ℕ, (-T) ^ j = (-1 : ℂ) ^ j • T ^ j := fun j => by
    rw [← neg_one_smul ℂ T, smul_pow]
  have hT' : (-T) ^ N = 0 := by rw [hneg, hT, smul_zero]
  unfold hbar
  rw [exp_eq_finite_sum hT, exp_eq_finite_sum hT', Finset.sum_mul, Finset.sum_mul]
  refine Finset.sum_congr rfl fun j _ => ?_
  rw [Finset.mul_sum]
  refine Finset.sum_congr rfl fun k _ => ?_
  rw [hneg]
  simp only [smul_mul_assoc, mul_smul_comm, smul_smul]
  congr 1
  ring
```

The length of this sum depends on N, and so on the number of electrons. The familiar ending of the commutator expansion at the fourfold commutator has a different origin: an electronic Hamiltonian contains at most two-body interactions, and T only moves electrons from occupied to virtual orbitals. Neither is assumed here.

Without nilpotency the series for exp(T) still converges but need not end. The eigenvalue results and the amplitude equivalence are unaffected, which is why their theorems do not assume it.

## Two levels with one amplitude

Take a reference and one excited determinant. Let H have rows (a, b) and (c, d), and let T have rows (0, 0) and (t, 0). Then T² = 0, and the double sum has four terms:

Hbar = H + H T − T H − T H T.

The products are

H T has rows (b t, 0) and (d t, 0),

T H has rows (0, 0) and (a t, b t),

T H T has rows (0, 0) and (b t², 0).

Adding them, Hbar has rows

(a + b t, b) and (c + (d − a) t − b t², d − b t).

The lower left entry is the residual of the amplitude equation, and the upper left entry is the energy once that residual vanishes. The Lean proof checks T² = 0, applies `hbar_terminates` with N = 2, and compares the four entries.

```lean
/-- The transformed Hamiltonian of a two-level system with a single excitation amplitude `t`;
its lower left entry is the residual of the amplitude equation. -/
theorem hbar_two_level (a b c d t : ℂ) :
    hbar !![a, b; c, d] !![0, 0; t, 0] =
      !![a + b * t, b; c + (d - a) * t - b * t ^ 2, d - b * t] := by
  have hT : (!![0, 0; t, 0] : Matrix (Fin 2) (Fin 2) ℂ) ^ 2 = 0 := by
    rw [pow_two]
    ext i j
    fin_cases i <;> fin_cases j <;> simp [Matrix.mul_apply, Fin.sum_univ_succ]
  rw [hbar_terminates _ hT]
  simp only [Finset.sum_range_succ, Finset.sum_range_zero, pow_zero, pow_one, one_mul,
    mul_one, zero_add]
  ext i j
  fin_cases i <;> fin_cases j <;>
    simp <;> ring
```

For numbers, take a = 0, b = c = 2 and d = 3. The eigenvalues of H solve E² − 3E − 4 = 0, so they are −1 and 4. The amplitude equation is

2 + 3t − 2t² = 0,

with solutions t = −1/2 and t = 2. For t = −1/2, Hbar has rows (−1, 2) and (0, 4), which shows both eigenvalues on the diagonal. The coupled-cluster state is (1, −1/2), or (2, −1)/√5 when normalised, and H (1, −1/2) = (−1, 1/2) confirms the energy −1. The other solution, t = 2, gives the state (1, 2) with energy 4: the amplitude equation alone does not select the ground state.

Hermiticity of H and nilpotency of T together do not make Hbar Hermitian. With a = b = c = 0 and d = t = 1, Hbar has rows (0, 0) and (1, 1). Its off-diagonal entries, 0 and 1, are not complex conjugates of each other, yet its eigenvalues are 0 and 1, the same as those of H. The last theorem records the two assumptions and the failure of Hermiticity, which its proof reads off from the off-diagonal entries.

```lean
/-- A Hermitian two-level Hamiltonian and a cluster operator of square zero whose transformed
Hamiltonian is not Hermitian. -/
theorem hbar_not_hermitian :
    (!![0, 0; 0, 1] : Matrix (Fin 2) (Fin 2) ℂ).IsHermitian ∧
      (!![0, 0; 1, 0] : Matrix (Fin 2) (Fin 2) ℂ) ^ 2 = 0 ∧
      ¬ (hbar !![0, 0; 0, 1] !![0, 0; 1, 0]).IsHermitian := by
  refine ⟨Matrix.IsHermitian.ext fun i j => ?_, ?_, fun h => ?_⟩
  · fin_cases i <;> fin_cases j <;> simp
  · rw [pow_two]
    ext i j
    fin_cases i <;> fin_cases j <;> simp [Matrix.mul_apply, Fin.sum_univ_succ]
  · rw [hbar_two_level] at h
    have h01 := h.apply 0 1
    simp at h01

end

end CoupledClusterSimilarity
```

```lean
#print axioms CoupledClusterSimilarity.hbar_eigen_iff
#print axioms CoupledClusterSimilarity.hbar_eigenvalue_real
#print axioms CoupledClusterSimilarity.amplitude_equations_iff
#print axioms CoupledClusterSimilarity.hbar_not_hermitian
```

```
'CoupledClusterSimilarity.hbar_eigen_iff' depends on axioms: [propext, Classical.choice, Quot.sound]
'CoupledClusterSimilarity.hbar_eigenvalue_real' depends on axioms: [propext, Classical.choice, Quot.sound]
'CoupledClusterSimilarity.amplitude_equations_iff' depends on axioms: [propext, Classical.choice, Quot.sound]
'CoupledClusterSimilarity.hbar_not_hermitian' depends on axioms: [propext, Classical.choice, Quot.sound]
```
